# Neutral pion decay: the tensor \(\varepsilon^{\mu\nu ab}k_a l_b\) contracted with itself gives \(2((k\cdot l)^2-k^2l^2)\)

To find how strongly a neutral pion decays into two photons, one squares an amplitude built from the Levi-Civita symbol and sums over the photon polarizations; here that symbol is represented by an explicit polynomial in the values of its four indices. The polynomial is

\[
\varepsilon^{\mu\nu ab}=\frac{(\nu-\mu)(a-\mu)(b-\mu)(a-\nu)(b-\nu)(b-a)}{12},
\qquad \mu,\nu,a,b\in\{0,1,2,3\}.
\]

It vanishes when two indices coincide, and exchanging two neighbouring indices reverses its sign. For \(0,1,2,3\) the product of differences is \(12\), so \(\varepsilon^{0123}=1\). These properties determine the symbol completely: neighbouring exchanges bring any four distinct indices into the order \(0123\), and they bring any two equal indices next to each other, where the symbol must equal its own negative. Some textbooks take \(\varepsilon^{0123}=-1\). That reverses the sign of the amplitude and leaves its square unchanged.

## Two photons from a pseudoscalar

Let the photons have four-momenta \(k\) and \(l\) and real polarization vectors \(e\) and \(e'\). The pion is a pseudoscalar, and its decay amplitude has the form

\[
\mathcal M = g\,e_\mu e'_\nu T^{\mu\nu},\qquad
T^{\mu\nu}=\sum_{a,b}\varepsilon^{\mu\nu ab}k_a l_b .
\]

The constant \(g\) is the strength of the pion's coupling to two photons, which the axial anomaly fixes at leading order. The Lean code divides it out. Units with \(\hbar=c=1\) are used throughout. That the physical amplitude is \(g\) times this tensor structure is the step from field theory to the model, and it is taken as the starting point.

The contraction \(T^{\mu\nu}T_{\mu\nu}\) is the sum of \(|\mathcal M|^2/g^2\) over the polarizations of both photons. The lowest-order decay rate of a pion of mass \(m\) at rest is this sum times \(g^2\), the two-photon phase space \(1/(8\pi)\), a factor \(1/2\) because the photons are identical, and the normalization factor \(1/(2m)\). Since the sum is \(m^4/2\), as shown below, the rate for a constant coupling grows as the cube of the pion mass.

## The identity and its Lean vocabulary

For all real four-vectors \(k\) and \(l\), with metric \(\mathrm{diag}(1,-1,-1,-1)\),

\[
T^{\mu\nu}T_{\mu\nu}=2\big((k\cdot l)^2-k^2l^2\big).
\]

If in addition \(k^2=l^2=0\) and \((k+l)^2=m^2\) for a real number \(m\), the right side is \(m^4/2\). The first condition says that both photons are real and therefore massless. The second follows from energy-momentum conservation, since \(k+l\) is then the four-momentum of a pion of mass \(m\).

In Lean a four-vector is a function `Fin 4 → ℝ` that holds the upper components. Thus `k 2` is the component with index 2, whereas \(k^2\) in the formulas here always means the invariant square, written `mdot k k`. The function `lower` multiplies each component by the corresponding diagonal entry of the metric, and `mdot k l` is \(k\cdot l\). The symbol is `levi`, which converts its indices to real numbers before subtracting them, so that no difference is taken modulo 4.

The tensor is `photonTensor k l μ ν`. In `contraction`, both indices of the second factor are lowered by `metric μ * metric ν`, which suffices because the metric is diagonal. The function `amplitude` is \(\mathcal M/g\). All repeated indices are summed explicitly.

The theorem `contraction_eq` is the general identity, and `contraction_pion_decay` is the lightlike case. The latter has exactly three hypotheses: `hk` and `hl` make the momenta lightlike, and `hm` fixes the invariant mass. Positive photon energies are not required, and \(m=0\) is allowed.

## Components as two spatial vectors

Write \(k=(k^0,\mathbf k)\) and \(l=(l^0,\mathbf l)\), and define

\[
\mathbf c=\mathbf k\times\mathbf l,\qquad
\mathbf w=l^0\,\mathbf k-k^0\,\mathbf l .
\]

For \(\mu=0\), \(\nu=1\), the remaining indices are 2 and 3. Lowering two spatial indices gives two minus signs, which cancel:

\[
T^{01}=k_2l_3-k_3l_2=(\mathbf k\times\mathbf l)_x=c_x .
\]

For \(\mu=1\), \(\nu=2\), the remaining indices are 0 and 3. Now only one index is spatial, and one minus sign survives:

\[
T^{12}=k_0l_3-k_3l_0=-k^0l_z+l^0k_z=w_z .
\]

In the last two expressions of each line, the subscripts \(x,y,z\) denote ordinary Cartesian components. The other entries follow in the same way, and

\[
T=\begin{pmatrix}
0&c_x&c_y&c_z\\
-c_x&0&w_z&-w_y\\
-c_y&-w_z&0&w_x\\
-c_z&w_y&-w_x&0
\end{pmatrix}.
\]

The tensor has the structure of an electromagnetic field tensor, with \(\mathbf c\) and \(\mathbf w\) in the two roles.

Gauge invariance requires that replacing a polarization vector by the momentum of its photon gives zero. Indeed,

\[
k_\mu T^{\mu\nu}=\sum_{\mu,a,b}\varepsilon^{\mu\nu ab}k_\mu k_a l_b=0,
\]

because the symbol is antisymmetric in \(\mu\) and \(a\), while \(k_\mu k_a\) is symmetric. The same argument with \(\mu\) and \(b\) gives \(l_\mu T^{\mu\nu}=0\). Since \(T^{\nu\mu}=-T^{\mu\nu}\), the second index is transverse too.

## From the contraction to half the Källén function

Lowering both indices reverses the sign of each entry with one time index and leaves the purely spatial entries unchanged. Each independent entry occurs twice, so

\[
T^{\mu\nu}T_{\mu\nu}=2\big(|\mathbf w|^2-|\mathbf c|^2\big).
\]

The two squares are

\[
|\mathbf w|^2=(l^0)^2|\mathbf k|^2-2k^0l^0\,\mathbf k\cdot\mathbf l+(k^0)^2|\mathbf l|^2,
\]

\[
|\mathbf c|^2=|\mathbf k|^2|\mathbf l|^2-(\mathbf k\cdot\mathbf l)^2 .
\]

On the other side,

\[
\begin{aligned}
(k\cdot l)^2-k^2l^2
&=(k^0l^0-\mathbf k\cdot\mathbf l)^2
-\big((k^0)^2-|\mathbf k|^2\big)\big((l^0)^2-|\mathbf l|^2\big)\\
&=(\mathbf k\cdot\mathbf l)^2-2k^0l^0\,\mathbf k\cdot\mathbf l
+(k^0)^2|\mathbf l|^2+(l^0)^2|\mathbf k|^2-|\mathbf k|^2|\mathbf l|^2 ,
\end{aligned}
\]

where the terms \((k^0l^0)^2\) have cancelled. This is \(|\mathbf w|^2-|\mathbf c|^2\), which proves the identity.

Now let \(s=(k+l)^2\). Expanding the square gives \(s=k^2+2k\cdot l+l^2\), and therefore \(2k\cdot l=s-k^2-l^2\). Substitution yields

\[
T^{\mu\nu}T_{\mu\nu}=\tfrac12\Big[(s-k^2-l^2)^2-4k^2l^2\Big].
\]

The bracket is the Källén function of \(s\), \(k^2\) and \(l^2\). This form also holds for virtual photons, whose squared momenta need not vanish. For two real photons with \(s=m^2\), it reduces to \(m^4/2\).

## Polarizations in the pion's rest frame

In the rest frame the photons leave back to back with equal energies \(\omega\). Take the \(z\) axis along their line of flight, so that

\[
k=(\omega,0,0,\omega),\qquad l=(\omega,0,0,-\omega).
\]

The spatial momenta are parallel up to sign, hence \(\mathbf c=0\), and \(\mathbf w=(0,0,2\omega^2)\). The only nonzero entries are \(T^{12}=2\omega^2\) and \(T^{21}=-2\omega^2\). For transverse polarizations \(e=(0,a,b,0)\) and \(e'=(0,c,d,0)\), where \(a,b,c,d\) are now real components and no longer indices,

\[
e_\mu e'_\nu T^{\mu\nu}=2\omega^2(ad-bc).
\]

Parallel linear polarizations therefore give zero amplitude. With one unit vector along \(x\) and one along \(y\) for each photon, the four amplitudes are \(0\), \(2\omega^2\), \(-2\omega^2\) and \(0\). Their squares add up to \(8\omega^4\).

The covariant expression gives the same number. Here \(k^2=l^2=0\) and \(k\cdot l=2\omega^2\), so \(2(k\cdot l)^2=8\omega^4\). Since \(m^2=(k+l)^2=4\omega^2\), this is \(m^4/2\). The theorem `polarization_sum` states the agreement for this pair of momenta, with the flight direction along \(z\). Other directions and frames are reached by rotations and boosts. A boost can turn a purely spatial polarization vector into one with a time component, but it then differs from a transverse spatial vector only by a multiple of the photon's momentum, which gauge invariance removes from the amplitude. This argument is made here in prose alone.

## The complete Lean development

```lean
import Mathlib

open Matrix

namespace PionTwoPhoton

noncomputable section

/-- The diagonal of the Minkowski metric, with signature (+,-,-,-). -/
def metric : Fin 4 → ℝ := ![1, -1, -1, -1]

/-- The lower components `k_μ` of a four-vector with upper components `k^μ`. -/
def lower (k : Fin 4 → ℝ) (μ : Fin 4) : ℝ := metric μ * k μ

/-- The Minkowski product `k·l = k_μ l^μ`. -/
def mdot (k l : Fin 4 → ℝ) : ℝ := ∑ μ, lower k μ * l μ

/-- The Levi-Civita symbol `ε^{μνab}`, written as the normalised product of all
differences of its indices. -/
def levi (μ ν a b : Fin 4) : ℝ :=
  ((ν.val : ℝ) - μ.val) * ((a.val : ℝ) - μ.val) * ((b.val : ℝ) - μ.val) *
    ((a.val : ℝ) - ν.val) * ((b.val : ℝ) - ν.val) * ((b.val : ℝ) - a.val) / 12

/-- The two-photon tensor `T^{μν} = ε^{μνab} k_a l_b`. -/
def photonTensor (k l : Fin 4 → ℝ) (μ ν : Fin 4) : ℝ :=
  ∑ a, ∑ b, levi μ ν a b * lower k a * lower l b

/-- The full contraction `T^{μν} T_{μν}` of the two-photon tensor with itself. -/
def contraction (k l : Fin 4 → ℝ) : ℝ :=
  ∑ μ, ∑ ν, photonTensor k l μ ν * (metric μ * metric ν * photonTensor k l μ ν)

/-- The amplitude `e_μ e'_ν T^{μν}` for photons of momenta `k`, `l` with real
polarization vectors `e`, `e'`, in units of the coupling. -/
def amplitude (k l e e' : Fin 4 → ℝ) : ℝ :=
  ∑ μ, ∑ ν, lower e μ * lower e' ν * photonTensor k l μ ν

/-- The two linear polarization vectors, along x and along y. -/
def linearPol : Fin 2 → Fin 4 → ℝ := ![![0, 1, 0, 0], ![0, 0, 1, 0]]

/-- The Levi-Civita symbol has `ε^{0123} = 1` and changes sign when two neighbouring
indices are exchanged. -/
theorem levi_characterization :
    levi 0 1 2 3 = 1 ∧ ∀ μ ν a b : Fin 4,
      levi ν μ a b = -levi μ ν a b ∧ levi μ a ν b = -levi μ ν a b ∧
        levi μ ν b a = -levi μ ν a b := by
  refine ⟨by norm_num [levi], fun μ ν a b => ⟨?_, ?_, ?_⟩⟩ <;> unfold levi <;> ring

/-- The components of the two-photon tensor in terms of the upper components of the
two momenta. -/
theorem photonTensor_components (k l : Fin 4 → ℝ) (μ ν : Fin 4) :
    photonTensor k l μ ν =
      !![0, k 2 * l 3 - k 3 * l 2, k 3 * l 1 - k 1 * l 3, k 1 * l 2 - k 2 * l 1;
         k 3 * l 2 - k 2 * l 3, 0, k 3 * l 0 - k 0 * l 3, k 0 * l 2 - k 2 * l 0;
         k 1 * l 3 - k 3 * l 1, k 0 * l 3 - k 3 * l 0, 0, k 1 * l 0 - k 0 * l 1;
         k 2 * l 1 - k 1 * l 2, k 2 * l 0 - k 0 * l 2, k 0 * l 1 - k 1 * l 0, 0] μ ν := by
  have h0 : metric 0 = 1 := rfl
  have h1 : metric 1 = -1 := rfl
  have h2 : metric 2 = -1 := rfl
  have h3 : metric 3 = -1 := rfl
  -- each component is a sum over the two remaining index values
  fin_cases μ <;> fin_cases ν <;>
    norm_num [photonTensor, Fin.sum_univ_four, levi, lower, h0, h1, h2, h3] <;> ring

/-- Gauge invariance: contracting the first index of the two-photon tensor with either
photon momentum gives zero. -/
theorem photonTensor_transverse (k l : Fin 4 → ℝ) (ν : Fin 4) :
    ∑ μ, lower k μ * photonTensor k l μ ν = 0 ∧
      ∑ μ, lower l μ * photonTensor k l μ ν = 0 := by
  constructor <;> fin_cases ν <;>
    simp [Fin.sum_univ_four, photonTensor_components, lower, metric] <;> ring

/-- The contraction of the two-photon tensor with itself:
`T^{μν} T_{μν} = 2((k·l)² - k² l²)` for all real four-vectors `k` and `l`. -/
theorem contraction_eq (k l : Fin 4 → ℝ) :
    contraction k l = 2 * (mdot k l ^ 2 - mdot k k * mdot l l) := by
  simp [contraction, mdot, Fin.sum_univ_four, photonTensor_components, lower, metric]
  ring

/-- The square of the total momentum: `(k + l)² = k² + 2 k·l + l²`. -/
theorem mdot_add_self (k l : Fin 4 → ℝ) :
    mdot (k + l) (k + l) = mdot k k + 2 * mdot k l + mdot l l := by
  simp only [mdot, Fin.sum_univ_four, lower, Pi.add_apply]
  ring

/-- For real or virtual photons the contraction is half the Källén function of the three
invariants `(k + l)²`, `k²` and `l²`. -/
theorem contraction_eq_kallen (k l : Fin 4 → ℝ) :
    contraction k l =
      ((mdot (k + l) (k + l) - mdot k k - mdot l l) ^ 2 - 4 * mdot k k * mdot l l) / 2 := by
  rw [contraction_eq, mdot_add_self]
  ring

/-- For lightlike photon momenta `k`, `l` with `(k + l)² = m²`, the contraction
`T^{μν} T_{μν}` equals `m⁴/2`. -/
theorem contraction_pion_decay (k l : Fin 4 → ℝ) (m : ℝ)
    (hk : mdot k k = 0) (hl : mdot l l = 0) (hm : mdot (k + l) (k + l) = m ^ 2) :
    contraction k l = m ^ 4 / 2 := by
  rw [contraction_eq_kallen, hk, hl, hm]
  ring

/-- For back-to-back photons of momenta `(ω,0,0,ω)` and `(ω,0,0,-ω)` with transverse
polarizations `(a,b)` and `(c,d)`, the amplitude is `2ω²(ad - bc)`. -/
theorem amplitude_back_to_back (ω a b c d : ℝ) :
    amplitude ![ω, 0, 0, ω] ![ω, 0, 0, -ω] ![0, a, b, 0] ![0, c, d, 0] =
      2 * ω ^ 2 * (a * d - b * c) := by
  simp [amplitude, Fin.sum_univ_four, photonTensor_components, lower, metric]
  ring

/-- For back-to-back photons of momenta `(ω,0,0,ω)` and `(ω,0,0,-ω)`, the squared amplitude
summed over the two linear polarizations of each photon equals `T^{μν} T_{μν}`. -/
theorem polarization_sum (ω : ℝ) :
    ∑ i, ∑ j, amplitude ![ω, 0, 0, ω] ![ω, 0, 0, -ω] (linearPol i) (linearPol j) ^ 2 =
      contraction ![ω, 0, 0, ω] ![ω, 0, 0, -ω] := by
  have h0 : linearPol 0 = ![0, 1, 0, 0] := rfl
  have h1 : linearPol 1 = ![0, 0, 1, 0] := rfl
  -- the covariant side, from the general formula
  have hc : contraction ![ω, 0, 0, ω] ![ω, 0, 0, -ω] = 8 * ω ^ 4 := by
    rw [contraction_eq]
    simp [mdot, Fin.sum_univ_four, lower, metric]
    ring
  -- the sum over the four pairs of polarizations
  rw [hc]
  simp only [Fin.sum_univ_two, h0, h1, amplitude_back_to_back]
  ring

end

end PionTwoPhoton
```

```lean
#print axioms PionTwoPhoton.levi_characterization
-- 'PionTwoPhoton.levi_characterization' depends on axioms: [propext, Classical.choice, Quot.sound]
#print axioms PionTwoPhoton.photonTensor_transverse
-- 'PionTwoPhoton.photonTensor_transverse' depends on axioms: [propext, Classical.choice, Quot.sound]
#print axioms PionTwoPhoton.contraction_pion_decay
-- 'PionTwoPhoton.contraction_pion_decay' depends on axioms: [propext, Classical.choice, Quot.sound]
#print axioms PionTwoPhoton.polarization_sum
-- 'PionTwoPhoton.polarization_sum' depends on axioms: [propext, Classical.choice, Quot.sound]
```

## From the table of components to the decay formula

The theorem `levi_characterization` establishes the normalization and the three neighbouring exchanges. The value at \(0123\) is arithmetic, done by `norm_num`. The exchanges are polynomial identities in the index values, so `ring` proves them with the indices left symbolic.

Next, `photonTensor_components` proves the matrix of the derivation, written in upper components of \(k\) and \(l\) instead of \(\mathbf c\) and \(\mathbf w\). Every later calculation with individual entries uses this table.

For `photonTensor_transverse`, Lean takes a more concrete route than the symmetry argument above. It treats the four values of `ν` separately, inserts the table and lets `ring` cancel the terms. For \(\nu=0\) and momentum \(k\), for example, the cancellation is \(\mathbf k\cdot(\mathbf k\times\mathbf l)=0\). The theorem concerns the first index; the second follows from the antisymmetry of \(T\).

In `contraction_eq`, `simp` writes out the sums and replaces each entry by its value from the table. What remains is an equality of two polynomials in eight real variables, the components of the two momenta. The final `ring` does the work of the expansions of \(|\mathbf w|^2\), \(|\mathbf c|^2\) and \((k\cdot l)^2-k^2l^2\).

The step to invariant masses is shorter. The lemma `mdot_add_self` expands \((k+l)^2\), and `contraction_eq_kallen` substitutes this expansion together with the general identity. In `contraction_pion_decay`, the three hypotheses are inserted into the Källén form, leaving \((m^2)^2/2=m^4/2\).

The last two theorems follow the rest-frame calculation. The formula \(2\omega^2(ad-bc)\) comes from the table in `amplitude_back_to_back`. In `polarization_sum`, the intermediate statement `hc` evaluates the covariant side as \(8\omega^4\) through `contraction_eq`. The polarization side is then expanded into its four terms, each given by the amplitude formula, and `ring` adds their squares.

## `fin_cases` and the sixteen entries

The table is stated for arbitrary `μ` and `ν`, but its right side is a matrix lookup, which polynomial algebra cannot simplify while the row and column are unknown. The tactic `fin_cases` removes this obstacle. Applied to a variable of a finite type, it replaces the goal by one goal for each possible value of the variable.

In `photonTensor_components`, the command `fin_cases μ <;> fin_cases ν` does this twice. The connective `<;>` runs the second split in every goal produced by the first, so the four rows become sixteen individual entries.

In each goal the indices are specific numbers. The sums over `a` and `b` are written out by `Fin.sum_univ_four`, and `norm_num` evaluates each remaining value of `levi` to \(0\), \(1\) or \(-1\). At most two terms survive, as in the calculation of \(T^{01}\) and \(T^{12}\) above. Where an algebraic rearrangement is still needed, `ring` supplies it.

Once all sixteen cases are proved, the result is again a single theorem with variable indices. `simp` can therefore apply it to every entry in a later sum, and the Levi-Civita symbol does not have to be evaluated again.
